# Inverse-frequency-weighted absorption equals π times the quantum metric for finite Hermitian matrices

A Hermitian matrix H(k) depends on real parameters k, and at the point considered no occupied level coincides with an empty one. Absorption here means the interband part of the real optical conductivity along one direction, with the derivative of H along that direction as the velocity operator and with charge, ħ and volume set to 1; the imaginary part of the dielectric function would contain one more factor 1/ω. The occupied states enter through their projector P(k), and their eigenvectors are never differentiated. An eigenbasis is needed at one point k only, so degeneracies among the occupied states, or among the empty ones, cause no trouble. The parameter k has d real components, and states are labelled by a finite type `ι`.

```lean
import Mathlib

open Matrix

namespace QuantumMetricSumRule

noncomputable section

variable {d : ℕ} {ι : Type*} [Fintype ι] [DecidableEq ι]
```

## Projectors, frames and spectral lines

A prime denotes the derivative along a direction a:

A′ᵢⱼ = d/ds Aᵢⱼ(k + s a) at s = 0.

`HasDirDeriv` says that this derivative exists in every entry and equals `A'`. For H and P this is assumed.

```lean
/-- `A'` is the derivative of the matrix family `A` at the point `k` of parameter space
along the direction `a`, entry by entry. -/
def HasDirDeriv (A : (Fin d → ℝ) → Matrix ι ι ℂ) (A' : Matrix ι ι ℂ) (k a : Fin d → ℝ) : Prop :=
  ∀ i j, HasDerivAt (fun s : ℝ => A (k + s • a) i j) (A' i j) 0
```

At every k, the families satisfy

H† = H, P² = P, HP = PH.

```lean
/-- A Hermitian Hamiltonian family `H` and an idempotent family `P` that commutes with it. -/
structure IsBandProjector (H P : (Fin d → ℝ) → Matrix ι ι ℂ) : Prop where
  herm : ∀ k, (H k)ᴴ = H k
  idem : ∀ k, P k * P k = P k
  comm : ∀ k, H k * P k = P k * H k
```

At the chosen k, the columns of a unitary U are eigenvectors |i⟩ with real energies Eᵢ. The set `occ` lists the occupied ones:

P|n⟩ = |n⟩ for n occupied, P|m⟩ = 0 for m empty, Eₘ ≠ Eₙ.

This makes P an orthogonal projector at k. The last condition stands for a direct gap at k, but does not fix its sign; ordinary absorption from a ground state has Eₘ > Eₙ.

```lean
/-- The columns of `U` are orthonormal eigenvectors of `H₀` with energies `E`; those in `occ` lie
in the range of `P₀`, the others in its kernel, and no empty level meets an occupied one. -/
structure IsBandFrame (H₀ P₀ U : Matrix ι ι ℂ) (E : ι → ℝ) (occ : Finset ι) : Prop where
  unitary : Uᴴ * U = 1
  energy : H₀ * U = U * diagonal (fun i => (E i : ℂ))
  filling : P₀ * U = U * diagonal (fun i => if i ∈ occ then (1 : ℂ) else 0)
  gap : ∀ m, m ∉ occ → ∀ n, n ∈ occ → E m ≠ E n
```

Matrix elements are ⟨i|A|j⟩ = (U†AU)ᵢⱼ.

```lean
/-- The matrix of the operator `A` between the basis states given by the columns of `U`. -/
def inBasis (U A : Matrix ι ι ℂ) : Matrix ι ι ℂ := Uᴴ * A * U
```

For directions a and b, the metric is

g_ab = ½ tr(∂ₐP ∂_bP).

```lean
/-- The quantum metric `tr(∂ₐP ∂_bP)/2` built from two derivatives of the projector. -/
def quantumMetric (Pa Pb : Matrix ι ι ℂ) : ℂ := trace (Pa * Pb) / 2
```

For light that couples to the electrons through H′, the absorption spectrum is a finite set of lines at ω = Eₘ − Eₙ with strength π|⟨m|H′|n⟩|²/ω, in units that absorb charge, ħ and volume. Integration against a weight w becomes the sum

Σₘₙ π|⟨m|H′|n⟩|² w(ω)/ω.

```lean
/-- The absorption spectrum integrated against a weight `w`: each transition from occupied `n` to
empty `m` is a line at `ω = E m - E n` of strength `π |⟨m|H'|n⟩|² / ω`. -/
def absorptionMoment (U H' : Matrix ι ι ℂ) (E : ι → ℝ) (occ : Finset ι) (w : ℝ → ℝ) : ℝ :=
  ∑ m ∈ occᶜ, ∑ n ∈ occ,
    Real.pi * ‖inBasis U H' m n‖ ^ 2 / (E m - E n) * w (E m - E n)
```

## Differentiating the projector relations

Entry by entry, the product rule is

(AB)′ = A′B + AB′.

In Lean it is the scalar rule summed over the intermediate index.

```lean
omit [DecidableEq ι] in
/-- The product rule for matrix families. -/
theorem HasDirDeriv.mul {A B : (Fin d → ℝ) → Matrix ι ι ℂ} {A' B' : Matrix ι ι ℂ}
    {k a : Fin d → ℝ} (hA : HasDirDeriv A A' k a) (hB : HasDirDeriv B B' k a) :
    HasDirDeriv (fun q => A q * B q) (A' * B k + A k * B') k a := by
  intro i j
  have h : HasDerivAt (fun s : ℝ => ∑ l, A (k + s • a) i l * B (k + s • a) l j)
      (∑ l, (A' i l * B (k + (0 : ℝ) • a) l j + A (k + (0 : ℝ) • a) i l * B' l j)) 0 :=
    HasDerivAt.fun_sum fun l _ => (hA i l).fun_mul (hB l j)
  simpa [Matrix.mul_apply, Finset.sum_add_distrib] using h
```

Differentiating H† = H gives (H′)† = H′, because a function has only one derivative at a point (`HasDerivAt.unique`).

```lean
omit [DecidableEq ι] in
/-- The derivative of a Hermitian Hamiltonian family is Hermitian. -/
theorem deriv_hermitian {H P : (Fin d → ℝ) → Matrix ι ι ℂ} {H' : Matrix ι ι ℂ}
    {k a : Fin d → ℝ} (hb : IsBandProjector H P) (hH : HasDirDeriv H H' k a) : H'ᴴ = H' := by
  ext i j
  have h : HasDerivAt (fun s : ℝ => star (H (k + s • a) j i)) (star (H' j i)) 0 := (hH j i).star
  have e : (fun s : ℝ => star (H (k + s • a) j i)) = fun s : ℝ => H (k + s • a) i j :=
    funext fun s => congrFun (congrFun (hb.herm (k + s • a)) i) j
  rw [e] at h
  exact h.unique (hH i j)
```

The same uniqueness argument, applied to P² = P and HP = PH, gives

P′P + PP′ = P′,
H′P + HP′ = P′H + PH′.

```lean
omit [DecidableEq ι] in
/-- The derivatives of `P² = P` and `HP = PH`. -/
theorem projector_rates {H P : (Fin d → ℝ) → Matrix ι ι ℂ} {H' P' : Matrix ι ι ℂ}
    {k a : Fin d → ℝ} (hb : IsBandProjector H P) (hH : HasDirDeriv H H' k a)
    (hP : HasDirDeriv P P' k a) :
    P' * P k + P k * P' = P' ∧ H' * P k + H k * P' = P' * H k + P k * H' := by
  constructor
  · have h := hP.mul hP
    rw [show (fun q => P q * P q) = P from funext hb.idem] at h
    ext i j
    exact (h i j).unique (hP i j)
  · have h := hH.mul hP
    rw [show (fun q => H q * P q) = fun q => P q * H q from funext hb.comm] at h
    ext i j
    exact (h i j).unique (hP.mul hH i j)
```

Take the first relation between |i⟩ and |j⟩. If both are occupied, it reads 2P′ᵢⱼ = P′ᵢⱼ; if both are empty, 0 = P′ᵢⱼ. Either way P′ᵢⱼ = 0. For m empty and n occupied, the second relation gives

H′ₘₙ + EₘP′ₘₙ = EₙP′ₘₙ,
EₙP′ₙₘ = EₘP′ₙₘ + H′ₙₘ,

and hence

P′ₘₙ = −H′ₘₙ/(Eₘ − Eₙ), P′ₙₘ = −H′ₙₘ/(Eₘ − Eₙ).

Both denominators are the same. Obtaining the second formula by exchanging m and n in the first flips its sign, and the metric would come out with the wrong sign.

In the proof, `right` and `left` replace H and P by their eigenvalues, and `linear_combination` solves the resulting scalar equations.

```lean
/-- In the eigenbasis the projector's derivative has no element between two occupied or two empty
states. Between an empty `m` and an occupied `n`, its elements in either order are those of `-H'`
divided by `E m - E n`. -/
theorem interband_elements {H P : (Fin d → ℝ) → Matrix ι ι ℂ} {H' P' U : Matrix ι ι ℂ}
    {k a : Fin d → ℝ} {E : ι → ℝ} {occ : Finset ι} (hb : IsBandProjector H P)
    (hf : IsBandFrame (H k) (P k) U E occ) (hH : HasDirDeriv H H' k a)
    (hP : HasDirDeriv P P' k a) :
    (∀ i j, (i ∈ occ ↔ j ∈ occ) → inBasis U P' i j = 0) ∧
    ∀ m, m ∉ occ → ∀ n, n ∈ occ →
      inBasis U P' m n = -inBasis U H' m n / ((E m : ℂ) - E n) ∧
      inBasis U P' n m = -inBasis U H' n m / ((E m : ℂ) - E n) := by
  have hU' : U * Uᴴ = 1 := mul_eq_one_comm.mp hf.unitary
  have right : ∀ A B L : Matrix ι ι ℂ, A * U = U * L →
      inBasis U (B * A) = inBasis U B * L := by
    intro A B L h
    simp only [inBasis, Matrix.mul_assoc, h]
  have left : ∀ A B L : Matrix ι ι ℂ, A * U = U * L →
      inBasis U (A * B) = L * inBasis U B := by
    intro A B L h
    have h' : Uᴴ * A = L * Uᴴ := by
      calc Uᴴ * A = Uᴴ * (A * U) * Uᴴ := by
            rw [Matrix.mul_assoc, Matrix.mul_assoc, hU', Matrix.mul_one]
        _ = L * Uᴴ := by rw [h, ← Matrix.mul_assoc, hf.unitary, Matrix.one_mul]
    unfold inBasis
    rw [← Matrix.mul_assoc Uᴴ A B, h']
    simp only [Matrix.mul_assoc]
  have add : ∀ A B : Matrix ι ι ℂ, inBasis U (A + B) = inBasis U A + inBasis U B := by
    intro A B
    simp only [inBasis, Matrix.mul_add, Matrix.add_mul]
  obtain ⟨r1, r2⟩ := projector_rates hb hH hP
  -- both differentiated relations, read in the eigenbasis
  have e1 := congrArg (inBasis U) r1
  have e2 := congrArg (inBasis U) r2
  rw [add, right _ _ _ hf.filling, left _ _ _ hf.filling] at e1
  rw [add, add, right _ _ _ hf.filling, left _ _ _ hf.energy, right _ _ _ hf.energy,
    left _ _ _ hf.filling] at e2
  constructor
  · intro i j hij
    have h := congrFun (congrFun e1 i) j
    simp only [Matrix.add_apply, Matrix.mul_diagonal, Matrix.diagonal_mul] at h
    by_cases hj : j ∈ occ
    · rw [if_pos hj, if_pos (hij.mpr hj)] at h
      linear_combination h
    · rw [if_neg hj, if_neg (fun hi => hj (hij.mp hi))] at h
      linear_combination -h
  · intro m hm n hn
    have hne : (E m : ℂ) - E n ≠ 0 := sub_ne_zero.mpr (by exact_mod_cast hf.gap m hm n hn)
    have h1 := congrFun (congrFun e2 m) n
    have h2 := congrFun (congrFun e2 n) m
    simp only [Matrix.add_apply, Matrix.mul_diagonal, Matrix.diagonal_mul, if_pos hn,
      if_neg hm] at h1 h2
    constructor
    · rw [eq_div_iff hne]
      linear_combination h1
    · rw [eq_div_iff hne]
      linear_combination -h2
```

## From the trace to the transitions

Since terms within either group vanish, a double sum reduces to interband pairs:

Σᵢⱼ Gᵢⱼ = Σₘₙ (Gₘₙ + Gₙₘ).

```lean
/-- A double sum whose terms vanish within each group of states is a sum over interband pairs. -/
theorem sum_interband (occ : Finset ι) (G : ι → ι → ℂ)
    (hG : ∀ i j, (i ∈ occ ↔ j ∈ occ) → G i j = 0) :
    ∑ i, ∑ j, G i j = ∑ m ∈ occᶜ, ∑ n ∈ occ, (G m n + G n m) := by
  have h1 : ∀ i ∈ occ, ∑ j, G i j = ∑ j ∈ occᶜ, G i j := by
    intro i hi
    have z : ∑ j ∈ occ, G i j = 0 :=
      Finset.sum_eq_zero fun j hj => hG i j ⟨fun _ => hj, fun _ => hi⟩
    rw [← Finset.sum_add_sum_compl occ, z, zero_add]
  have h2 : ∀ i ∈ occᶜ, ∑ j, G i j = ∑ j ∈ occ, G i j := by
    intro i hi
    have z : ∑ j ∈ occᶜ, G i j = 0 := Finset.sum_eq_zero fun j hj =>
      hG i j ⟨fun h => absurd h (Finset.mem_compl.mp hi), fun h => absurd h (Finset.mem_compl.mp hj)⟩
    rw [← Finset.sum_add_sum_compl occ, z, add_zero]
  rw [← Finset.sum_add_sum_compl occ, Finset.sum_congr rfl h1, Finset.sum_congr rfl h2,
    Finset.sum_comm (s := occ) (t := occᶜ)]
  simp only [Finset.sum_add_distrib]
  exact add_comm _ _
```

The trace may be taken in the eigenbasis. Write x = ⟨m|∂ₐH|n⟩ and y = ⟨m|∂_bH|n⟩. Hermiticity turns the reversed elements into x* and y*, so each pair contributes

(xy* + x*y)/(Eₘ − Eₙ)² = 2 Re(xy*)/(Eₘ − Eₙ)².

Halving gives

g_ab = Σₘₙ Re(xy*)/(Eₘ − Eₙ)².

The Lean steps `ht`, `herm` and `key` supply the basis change, the conjugation and the real part.

```lean
/-- The quantum metric tensor of the occupied states, for two directions in parameter space, is
the sum over interband transitions of `Re(⟨m|∂ₐH|n⟩⟨m|∂_bH|n⟩*) / (E m - E n)²`. -/
theorem metric_tensor_eq {H P : (Fin d → ℝ) → Matrix ι ι ℂ} {Ha Hb Pa Pb U : Matrix ι ι ℂ}
    {k a b : Fin d → ℝ} {E : ι → ℝ} {occ : Finset ι} (hb : IsBandProjector H P)
    (hf : IsBandFrame (H k) (P k) U E occ)
    (hHa : HasDirDeriv H Ha k a) (hPa : HasDirDeriv P Pa k a)
    (hHb : HasDirDeriv H Hb k b) (hPb : HasDirDeriv P Pb k b) :
    quantumMetric Pa Pb = ((∑ m ∈ occᶜ, ∑ n ∈ occ,
      (inBasis U Ha m n * star (inBasis U Hb m n)).re / (E m - E n) ^ 2 : ℝ) : ℂ) := by
  have hU' : U * Uᴴ = 1 := mul_eq_one_comm.mp hf.unitary
  -- the trace may be taken in the eigenbasis
  have ht : trace (Pa * Pb) = ∑ i, ∑ j, inBasis U Pa i j * inBasis U Pb j i := by
    have h : inBasis U Pa * inBasis U Pb = Uᴴ * (Pa * Pb * U) := by
      calc inBasis U Pa * inBasis U Pb = Uᴴ * Pa * (U * Uᴴ) * Pb * U := by
            simp only [inBasis, Matrix.mul_assoc]
        _ = Uᴴ * (Pa * Pb * U) := by
            rw [hU', Matrix.mul_one]
            simp only [Matrix.mul_assoc]
    have h' : trace (inBasis U Pa * inBasis U Pb) = trace (Pa * Pb) := by
      rw [h, Matrix.trace_mul_comm, Matrix.mul_assoc, hU', Matrix.mul_one]
    rw [← h']
    simp only [Matrix.trace, Matrix.diag_apply, Matrix.mul_apply]
  have herm : ∀ V : Matrix ι ι ℂ, Vᴴ = V → ∀ m n, inBasis U V n m = star (inBasis U V m n) := by
    intro V hV m n
    have h : (inBasis U V)ᴴ = inBasis U V := by
      simp only [inBasis, Matrix.conjTranspose_mul, Matrix.conjTranspose_conjTranspose, hV,
        Matrix.mul_assoc]
    exact (congrFun (congrFun h n) m).symm
  obtain ⟨za, ia⟩ := interband_elements hb hf hHa hPa
  obtain ⟨_, ib⟩ := interband_elements hb hf hHb hPb
  rw [quantumMetric, ht, sum_interband occ _ (fun i j hij => by rw [za i j hij, zero_mul]),
    Finset.sum_div, Complex.ofReal_sum]
  refine Finset.sum_congr rfl fun m hm => ?_
  rw [Finset.sum_div, Complex.ofReal_sum]
  refine Finset.sum_congr rfl fun n hn => ?_
  have hm' := Finset.mem_compl.mp hm
  rw [(ia m hm' n hn).1, (ia m hm' n hn).2, (ib m hm' n hn).1, (ib m hm' n hn).2,
    herm Ha (deriv_hermitian hb hHa) m n, herm Hb (deriv_hermitian hb hHb) m n]
  -- a transition and its reverse add up to twice a real part
  have key : ∀ x y : ℂ, x * star y + star x * y = 2 * ((x * star y).re : ℂ) := by
    intro x y
    apply Complex.ext <;> simp <;> ring
  rw [Complex.ofReal_div, Complex.ofReal_pow, Complex.ofReal_sub]
  generalize (E m : ℂ) - (E n : ℂ) = D
  linear_combination (1 / (2 * D ^ 2)) * key (inBasis U Ha m n) (inBasis U Hb m n)
```

For equal directions, xx* = |x|², and therefore

½ tr(P′²) = Σₘₙ |⟨m|H′|n⟩|²/(Eₘ − Eₙ)².

```lean
/-- Along one direction, `tr(P'²)/2` is the sum of `|⟨m|H'|n⟩|² / (E m - E n)²` over all
transitions from occupied `n` to empty `m`. -/
theorem metric_eq_sum {H P : (Fin d → ℝ) → Matrix ι ι ℂ} {H' P' U : Matrix ι ι ℂ}
    {k a : Fin d → ℝ} {E : ι → ℝ} {occ : Finset ι} (hb : IsBandProjector H P)
    (hf : IsBandFrame (H k) (P k) U E occ) (hH : HasDirDeriv H H' k a)
    (hP : HasDirDeriv P P' k a) :
    quantumMetric P' P' = ((∑ m ∈ occᶜ, ∑ n ∈ occ,
      ‖inBasis U H' m n‖ ^ 2 / (E m - E n) ^ 2 : ℝ) : ℂ) := by
  have h : ∀ z : ℂ, (z * star z).re = ‖z‖ ^ 2 := by
    intro z
    rw [Complex.sq_norm, Complex.normSq_apply]
    simp
  rw [metric_tensor_eq hb hf hH hP hH hP]
  simp only [h]
```

The line strength already contains one factor 1/ω. The weight w(ω) = 1/ω supplies the second:

Σₘₙ π|⟨m|H′|n⟩|²/ω² = π · ½ tr(P′²).

This is the Souza–Wilkens–Martin relation at a single k for non-interacting electrons with finitely many bands. The integral over the Brillouin zone and the many-body polarisation fluctuations are not treated. In a tight-binding model with finitely many orthonormal orbitals per cell, whose Bloch phases contain the orbital positions, H′ is the velocity operator (with ħ = 1) if the position operator is taken to be diagonal in the orbitals. The relation then links optical matrix elements to the geometry of the occupied bands.

```lean
/-- Souza-Wilkens-Martin sum rule at a single `k`, for non-interacting electrons with finitely many
levels: along one direction, the absorption spectrum weighted by the inverse frequency integrates to
`π` times the quantum metric. -/
theorem souza_wilkens_martin {H P : (Fin d → ℝ) → Matrix ι ι ℂ} {H' P' U : Matrix ι ι ℂ}
    {k a : Fin d → ℝ} {E : ι → ℝ} {occ : Finset ι} (hb : IsBandProjector H P)
    (hf : IsBandFrame (H k) (P k) U E occ) (hH : HasDirDeriv H H' k a)
    (hP : HasDirDeriv P P' k a) :
    (absorptionMoment U H' E occ (fun ω => 1 / ω) : ℂ) = Real.pi * quantumMetric P' P' := by
  rw [metric_eq_sum hb hf hH hP, ← Complex.ofReal_mul]
  refine congrArg _ ?_
  simp only [absorptionMoment, Finset.mul_sum]
  refine Finset.sum_congr rfl fun m _ => Finset.sum_congr rfl fun n _ => ?_
  generalize E m - E n = D
  ring
```

## A rotating empty state in three levels

Let v(k) = (cos k, sin k, 0).

```lean
/-- A unit vector rotating in the plane of the first two of three orbitals. -/
def axisVec (k : Fin 1 → ℝ) : Fin 3 → ℝ := ![Real.cos (k 0), Real.sin (k 0), 0]
```

The Hamiltonian is H = vvᵀ, with energies 1, 0, 0.

```lean
/-- The three-level Hamiltonian that projects on the rotating vector. -/
def tiltH (k : Fin 1 → ℝ) : Matrix (Fin 3) (Fin 3) ℂ :=
  fun i j => ((axisVec k i * axisVec k j : ℝ) : ℂ)
```

The two zero-energy states are occupied, so P = 1 − H. At k = 0 the standard basis is an eigenbasis, and

H′₀₁ = H′₁₀ = 1, all other entries 0, P′ = −H′.

The theorem checks every hypothesis of the sum rule: idempotence follows from |v|² = 1, the derivatives from those of cosine and sine, and the frame by inspecting entries. Inserting the numbers gives a metric of 1, from the single transition that contributes, from the occupied state with index 1 to the empty state with index 0.

```lean
/-- The three-level model `tiltH` with two degenerate occupied states meets all the hypotheses of
the sum rule at `k = 0`, with a nonzero derivative of the Hamiltonian. -/
theorem souza_wilkens_martin_witness :
    IsBandProjector tiltH (fun k => 1 - tiltH k) ∧
    HasDirDeriv tiltH !![0, 1, 0; 1, 0, 0; 0, 0, 0] 0 (fun _ => 1) ∧
    HasDirDeriv (fun k => 1 - tiltH k) (-!![0, 1, 0; 1, 0, 0; 0, 0, 0]) 0 (fun _ => 1) ∧
    IsBandFrame (tiltH 0) (1 - tiltH 0) 1 ![1, 0, 0] {1, 2} := by
  have idem : ∀ k, tiltH k * tiltH k = tiltH k := by
    intro k
    have hr : axisVec k 0 ^ 2 + axisVec k 1 ^ 2 + axisVec k 2 ^ 2 = 1 := by simp [axisVec]
    have hc : (axisVec k 0 : ℂ) ^ 2 + (axisVec k 1 : ℂ) ^ 2 + (axisVec k 2 : ℂ) ^ 2 = 1 := by
      exact_mod_cast hr
    ext i j
    simp only [Matrix.mul_apply, Fin.sum_univ_three, tiltH, Complex.ofReal_mul]
    linear_combination ((axisVec k i : ℂ) * axisVec k j) * hc
  have hv : ∀ i, HasDerivAt (fun s : ℝ => axisVec (0 + s • fun _ => 1) i)
      ((![0, 1, 0] : Fin 3 → ℝ) i) 0 := by
    intro i
    fin_cases i
    · simpa [axisVec] using Real.hasDerivAt_cos 0
    · simpa [axisVec] using Real.hasDerivAt_sin 0
    · exact hasDerivAt_const (0 : ℝ) (0 : ℝ)
  have hH : HasDirDeriv tiltH !![0, 1, 0; 1, 0, 0; 0, 0, 0] 0 (fun _ => 1) := by
    intro i j
    refine HasDerivAt.congr_deriv ((hv i).fun_mul (hv j)).ofReal_comp ?_
    fin_cases i <;> fin_cases j <;> simp [axisVec]
  refine ⟨⟨?_, ?_, ?_⟩, hH, fun i j => (hH i j).const_sub _, ⟨?_, ?_, ?_, ?_⟩⟩
  · intro k
    ext i j
    simp [Matrix.conjTranspose_apply, tiltH, mul_comm]
  · intro k
    linear_combination (norm := noncomm_ring) idem k
  · intro k
    noncomm_ring
  · simp
  · rw [Matrix.mul_one, Matrix.one_mul]
    ext i j
    fin_cases i <;> fin_cases j <;> simp [tiltH, axisVec]
  · rw [Matrix.mul_one, Matrix.one_mul]
    ext i j
    fin_cases i <;> fin_cases j <;> simp [tiltH, axisVec]
  · intro m hm n hn
    fin_cases m <;> fin_cases n <;> simp_all

end

end QuantumMetricSumRule
```

```lean
#print axioms QuantumMetricSumRule.souza_wilkens_martin
```

```
'QuantumMetricSumRule.souza_wilkens_martin' depends on axioms: [propext, Classical.choice, Quot.sound]
```
